# Kay–Moses potentials with positive decay constants are smooth on the whole line

Let n be a finite index set. To each i in n assign a decay constant kᵢ > 0 and a real amplitude cᵢ. At position x, define the matrix

Cᵢⱼ(x) = cᵢ cⱼ exp(−(kᵢ + kⱼ)x) / (kᵢ + kⱼ),

the tau function

τ(x) = det(1 + C(x)),

and the potential

V(x) = −2 (log τ)″(x).

The units are ħ = 2m = 1, so the Hamiltonian is −d²/dx² + V. For distinct kᵢ and nonzero cᵢ, the physical reading is that state i has energy −kᵢ² and a normalised wave function that behaves as cᵢ exp(−kᵢx) far to the right. Positivity of kᵢ expresses this decay.

The claim is that C(x) is positive semidefinite, that τ(x) ≥ 1, and that log τ and V are infinitely differentiable for all real x. A one-particle, one-dimensional solver applied to such a potential therefore meets no singular point on its grid. The reflectionless scattering and the bound-state spectrum associated with the Kay–Moses name are background here, not conclusions of the theorems below.

## From a decreasing quadratic form to a smooth potential

Fix a real vector v and set

q(x) = v·C(x)v = Σᵢⱼ vᵢvⱼcᵢcⱼ exp(−(kᵢ + kⱼ)x) / (kᵢ + kⱼ).

Differentiation brings down −(kᵢ + kⱼ), which cancels the denominator. The remaining double sum factorises:

q′(x) = −(Σᵢ vᵢcᵢ exp(−kᵢx))² ≤ 0.

Every exponential tends to zero as x → +∞, and so does q. A decreasing function with limit zero is nonnegative, hence q(x) ≥ 0. Since C is also symmetric, it is positive semidefinite.

Now let A be any real positive semidefinite matrix, and let (1 + A)v = μv with v ≠ 0. Taking the product with v gives

μ v·v = v·v + v·Av ≥ v·v,

so μ ≥ 1. For the eigenvalues μᵢ of 1 + A, this implies

∏ᵢ μᵢ ≥ 1 + Σᵢ (μᵢ − 1).

The proof is by induction on the number of factors. If P ≥ 1 + S with S ≥ 0, and μ ≥ 1 is a further factor, then

μP ≥ μ(1 + S) = 1 + S + (μ − 1) + (μ − 1)S ≥ 1 + S + (μ − 1).

The product is det(1 + A) and the sum is tr A, so det(1 + A) ≥ 1 + tr A. For A = C(x) this reads

τ(x) ≥ 1 + Σᵢ cᵢ² exp(−2kᵢx)/(2kᵢ) ≥ 1.

Equality τ(x) = 1 forces every cᵢ to vanish; conversely, zero amplitudes give C = 0 and τ = 1. Finally, τ is a finite sum of products of smooth functions and stays positive, so log τ is smooth, and so is its second derivative.

## The matrix, the tau function and the potential in Lean

```lean
import Mathlib

open Matrix Filter Topology
open scoped ContDiff

namespace KayMosesRegularity

noncomputable section
```

The functions `k c : n → ℝ` hold the decay constants and amplitudes. The definition accepts any real values; positivity enters the theorems as `hk : ∀ i, 0 < k i`. The kᵢ need not be distinct.

```lean
/-- The Kay–Moses matrix at position `x`, for decay constants `k` and amplitudes `c`. -/
def solitonMatrix {n : Type*} (k c : n → ℝ) (x : ℝ) : Matrix n n ℝ :=
  Matrix.of fun i j => c i * c j * Real.exp (-(k i + k j) * x) / (k i + k j)

/-- The tau function `det (1 + C(x))`. -/
def tau {n : Type*} [Fintype n] [DecidableEq n] (k c : n → ℝ) (x : ℝ) : ℝ :=
  (1 + solitonMatrix k c x).det

/-- The multi-soliton potential `-2 (log det (1 + C))''`. -/
def potential {n : Type*} [Fintype n] [DecidableEq n] (k c : n → ℝ) (x : ℝ) : ℝ :=
  -2 * deriv (deriv fun y => Real.log (tau k c y)) x
```

An alternative model would define Cᵢⱼ(x) as the integral of cᵢcⱼ exp(−(kᵢ + kⱼ)y) over y from x to ∞. For positive kᵢ these integrals converge; positive semidefiniteness would then follow from the integral of a square, and the closed form of the entries would become a theorem.

## Positive semidefiniteness

The first lemma is the formula for q′. In Lean, `v ⬝ᵥ solitonMatrix k c y *ᵥ v` is the quadratic form. The identity `hs` cancels the denominator, and `Finset.sum_mul_sum` expands the square in the claimed derivative into the matching double sum.

```lean
/-- The quadratic form of the Kay–Moses matrix changes with position at a rate equal to
minus the square of a superposition of decaying exponentials. -/
theorem hasDerivAt_quadraticForm {n : Type*} [Fintype n] {k : n → ℝ} (hk : ∀ i, 0 < k i)
    (c v : n → ℝ) (x : ℝ) :
    HasDerivAt (fun y => v ⬝ᵥ solitonMatrix k c y *ᵥ v)
      (-(∑ i, v i * (c i * Real.exp (-k i * x))) ^ 2) x := by
  simp only [dotProduct, Matrix.mulVec, Finset.mul_sum, solitonMatrix, Matrix.of_apply]
  have key : HasDerivAt (fun y => ∑ i, ∑ j,
      v i * (c i * c j * Real.exp (-(k i + k j) * y) / (k i + k j) * v j))
      (∑ i, ∑ j, -(v i * (c i * Real.exp (-k i * x)) * (v j * (c j * Real.exp (-k j * x))))) x := by
    refine HasDerivAt.fun_sum fun i _ => HasDerivAt.fun_sum fun j _ => ?_
    have h : HasDerivAt (fun y => Real.exp (-(k i + k j) * y))
        (Real.exp (-(k i + k j) * x) * (-(k i + k j))) x :=
      (((hasDerivAt_id' x).const_mul (-(k i + k j))).exp).congr_deriv (by ring)
    refine ((((h.const_mul (c i * c j)).div_const (k i + k j)).mul_const
      (v j)).const_mul (v i)).congr_deriv ?_
    have e : Real.exp (-(k i + k j) * x) = Real.exp (-k i * x) * Real.exp (-k j * x) := by
      rw [← Real.exp_add]
      congr 1
      ring
    -- the denominator cancels, leaving a product of two exponentials
    have hs : (k i + k j) / (k i + k j) = 1 := div_self (add_pos (hk i) (hk j)).ne'
    rw [e]
    linear_combination
      (-(v i * c i * c j * Real.exp (-k i * x) * Real.exp (-k j * x) * v j)) * hs
  refine key.congr_deriv ?_
  rw [sq, Finset.sum_mul_sum]
  simp only [Finset.sum_neg_distrib]
```

The limit at +∞ is taken term by term, using the negative exponent −(kᵢ + kⱼ).

```lean
/-- For positive decay constants the quadratic form of the Kay–Moses matrix tends to zero as the
position tends to `+∞`. -/
theorem tendsto_quadraticForm {n : Type*} [Fintype n] {k : n → ℝ} (hk : ∀ i, 0 < k i)
    (c v : n → ℝ) :
    Tendsto (fun y => v ⬝ᵥ solitonMatrix k c y *ᵥ v) atTop (𝓝 0) := by
  simp only [dotProduct, Matrix.mulVec, Finset.mul_sum, solitonMatrix, Matrix.of_apply]
  have key : Tendsto (fun y => ∑ i, ∑ j,
      v i * (c i * c j * Real.exp (-(k i + k j) * y) / (k i + k j) * v j))
      atTop (𝓝 (∑ _i : n, ∑ _j : n, (0 : ℝ))) := by
    refine tendsto_finsetSum _ fun i _ => tendsto_finsetSum _ fun j _ => ?_
    have hs : -(k i + k j) < 0 := neg_lt_zero.2 (add_pos (hk i) (hk j))
    have h : Tendsto (fun y : ℝ => Real.exp (-(k i + k j) * y)) atTop (𝓝 0) :=
      Real.tendsto_exp_atBot.comp (tendsto_id.const_mul_atTop_of_neg hs)
    have h2 := (((h.const_mul (c i * c j)).div_const (k i + k j)).mul_const (v j)).const_mul (v i)
    simpa only [mul_zero, zero_div, zero_mul] using h2
  simpa only [Finset.sum_const_zero] using key
```

`PosSemidef` asks for symmetry as well as a nonnegative quadratic form. The first bullet proves symmetry; the second combines the sign of the derivative with the limit.

```lean
/-- For positive decay constants the Kay–Moses matrix is positive semidefinite at every
position. -/
theorem solitonMatrix_posSemidef {n : Type*} [Fintype n] {k : n → ℝ} (hk : ∀ i, 0 < k i)
    (c : n → ℝ) (x : ℝ) : (solitonMatrix k c x).PosSemidef := by
  refine Matrix.PosSemidef.of_dotProduct_mulVec_nonneg ?_ fun v => ?_
  · ext i j
    simp only [Matrix.conjTranspose_apply, solitonMatrix, Matrix.of_apply, star_trivial]
    rw [add_comm (k j) (k i), mul_comm (c j) (c i)]
  · -- a decreasing function with limit zero is nonnegative
    have hanti : Antitone (fun y => v ⬝ᵥ solitonMatrix k c y *ᵥ v) := by
      refine antitone_of_deriv_nonpos
        (fun y => (hasDerivAt_quadraticForm hk c v y).differentiableAt) fun y => ?_
      rw [(hasDerivAt_quadraticForm hk c v y).deriv]
      exact neg_nonpos.2 (sq_nonneg _)
    simpa only [star_trivial] using hanti.le_of_tendsto (tendsto_quadraticForm hk c v) x
```

## The determinant bound

The next lemma concerns an arbitrary real positive semidefinite matrix. Here `hμ` is the eigenvalue estimate, proved by contradiction from the eigenvector equation, and `hprod` is the induction over factors. The last lines identify the product with the determinant and the sum with the trace.

```lean
/-- For a real positive semidefinite matrix `A`, `det (1 + A)` is at least `1 + tr A`. -/
theorem one_add_trace_le_det {n : Type*} [Fintype n] [DecidableEq n] {A : Matrix n n ℝ}
    (hA : A.PosSemidef) : 1 + A.trace ≤ (1 + A).det := by
  have hB : (1 + A).IsHermitian := Matrix.isHermitian_one.add hA.isHermitian
  -- every eigenvalue of `1 + A` is at least one
  have hμ : ∀ i, 1 ≤ hB.eigenvalues i := by
    intro i
    obtain ⟨v, hv⟩ : ∃ v : n → ℝ, v = (hB.eigenvectorBasis i).ofLp := ⟨_, rfl⟩
    have hv0 : v ≠ 0 := by
      intro h
      rw [hv] at h
      exact hB.eigenvectorBasis.orthonormal.ne_zero i (PiLp.ext fun j => congrFun h j)
    have he : (1 + A) *ᵥ v = hB.eigenvalues i • v := by
      rw [hv]
      exact hB.mulVec_eigenvectorBasis i
    have hq : 0 ≤ v ⬝ᵥ A *ᵥ v := by
      simpa only [star_trivial] using hA.dotProduct_mulVec_nonneg v
    have hp : 0 < v ⬝ᵥ v :=
      lt_of_le_of_ne (Finset.sum_nonneg fun j _ => mul_self_nonneg (v j))
        fun h => hv0 (dotProduct_self_eq_zero.1 h.symm)
    have h := congrArg (fun w => v ⬝ᵥ w) he
    simp only [Matrix.add_mulVec, Matrix.one_mulVec, dotProduct_add, dotProduct_smul,
      smul_eq_mul] at h
    by_contra hlt
    have hlt' := lt_of_not_ge hlt
    nlinarith [mul_pos (sub_pos.2 hlt') hp]
  have hprod : ∀ s : Finset n,
      1 + ∑ i ∈ s, (hB.eigenvalues i - 1) ≤ ∏ i ∈ s, hB.eigenvalues i := by
    intro s
    induction s using Finset.induction_on with
    | empty => simp
    | insert a s ha ih =>
      rw [Finset.sum_insert ha, Finset.prod_insert ha]
      have hS : 0 ≤ ∑ i ∈ s, (hB.eigenvalues i - 1) :=
        Finset.sum_nonneg fun i _ => sub_nonneg.2 (hμ i)
      nlinarith [mul_nonneg (zero_le_one.trans (hμ a)) (sub_nonneg.2 ih),
        mul_nonneg (sub_nonneg.2 (hμ a)) hS]
  have hdet : (1 + A).det = ∏ i, hB.eigenvalues i := by
    simpa using hB.det_eq_prod_eigenvalues
  have htr : (1 + A).trace = ∑ i, hB.eigenvalues i := by
    simpa using hB.trace_eq_sum_eigenvalues
  rw [Matrix.trace_add, Matrix.trace_one] at htr
  have h := hprod Finset.univ
  simp only [Finset.sum_sub_distrib, Finset.sum_const, Finset.card_univ, nsmul_eq_mul,
    mul_one] at h
  rw [hdet]
  linarith
```

Evaluating the trace of C(x) gives the quantitative bound on τ.

```lean
/-- For positive decay constants the tau function exceeds one by at least the sum of the diagonal
entries of the Kay–Moses matrix. -/
theorem tau_lower_bound {n : Type*} [Fintype n] [DecidableEq n] {k : n → ℝ}
    (hk : ∀ i, 0 < k i) (c : n → ℝ) (x : ℝ) :
    1 + ∑ i, c i ^ 2 * Real.exp (-2 * k i * x) / (2 * k i) ≤ tau k c x := by
  have h := one_add_trace_le_det (solitonMatrix_posSemidef hk c x)
  have ht : (solitonMatrix k c x).trace =
      ∑ i, c i ^ 2 * Real.exp (-2 * k i * x) / (2 * k i) := by
    simp only [Matrix.trace, Matrix.diag_apply, solitonMatrix, Matrix.of_apply]
    refine Finset.sum_congr rfl fun i _ => ?_
    rw [show -(k i + k i) * x = -2 * k i * x by ring, show k i + k i = 2 * k i by ring]
    ring
  rw [ht] at h
  exact h
```

## Smoothness of log τ and V

The main theorem has three parts: τ ≥ 1 everywhere, smoothness of log τ, and smoothness of V. The middle part matters for reading the third: Lean's `deriv` returns zero where a function is not differentiable, so smoothness of log τ ensures that V is built from genuine derivatives. The proof expands the determinant over permutations, applies the logarithm to the nonvanishing τ, and differentiates twice.

```lean
/-- Regularity of Kay–Moses potentials: for positive decay constants and real amplitudes the
tau function is at least one, and its logarithm and the potential are smooth on the whole line. -/
theorem kayMoses_regular {n : Type*} [Fintype n] [DecidableEq n] {k : n → ℝ}
    (hk : ∀ i, 0 < k i) (c : n → ℝ) :
    (∀ x, 1 ≤ tau k c x) ∧ ContDiff ℝ ∞ (fun x => Real.log (tau k c x)) ∧
      ContDiff ℝ ∞ (potential k c) := by
  have h1 : ∀ x, 1 ≤ tau k c x := by
    intro x
    have hS : 0 ≤ ∑ i, c i ^ 2 * Real.exp (-2 * k i * x) / (2 * k i) :=
      Finset.sum_nonneg fun i _ => by
        have := hk i
        positivity
    linarith [tau_lower_bound hk c x]
  -- the determinant is a finite sum of products of smooth entries
  have hτ : ContDiff ℝ ∞ (fun x => tau k c x) := by
    simp only [tau, Matrix.det_apply']
    refine ContDiff.sum fun σ _ => contDiff_const.mul (contDiff_prod fun i _ => ?_)
    simp only [Matrix.add_apply, solitonMatrix, Matrix.of_apply]
    have h : ContDiff ℝ ∞ (fun x : ℝ => Real.exp (-(k (σ i) + k i) * x)) := by fun_prop
    exact contDiff_const.add ((contDiff_const.mul h).div_const _)
  have hlog : ContDiff ℝ ∞ (fun x => Real.log (tau k c x)) :=
    hτ.log fun x => (zero_lt_one.trans_le (h1 x)).ne'
  refine ⟨h1, hlog, ?_⟩
  have hd := (contDiff_infty_iff_deriv.1 (contDiff_infty_iff_deriv.1 hlog).2).2
  exact contDiff_const.mul hd
```

If some amplitude is nonzero, its term in the lower bound is strictly positive, which excludes τ(x) = 1 even at a single position.

```lean
/-- For positive decay constants the tau function equals one at a given position exactly when all
amplitudes vanish. -/
theorem tau_eq_one_iff {n : Type*} [Fintype n] [DecidableEq n] {k : n → ℝ}
    (hk : ∀ i, 0 < k i) (c : n → ℝ) (x : ℝ) : tau k c x = 1 ↔ c = 0 := by
  constructor
  · intro h
    by_contra hc
    obtain ⟨i, hi⟩ := Function.ne_iff.1 hc
    have hi' : c i ≠ 0 := hi
    have hpos : 0 < c i ^ 2 * Real.exp (-2 * k i * x) / (2 * k i) := by
      have := hk i
      positivity
    have hle := Finset.single_le_sum
      (f := fun j => c j ^ 2 * Real.exp (-2 * k j * x) / (2 * k j))
      (fun j _ => by have := hk j; positivity) (Finset.mem_univ i)
    have hb := tau_lower_bound hk c x

    linarith
  · rintro rfl
    have h0 : solitonMatrix k 0 x = 0 := by
      ext i j
      simp [solitonMatrix]
    simp [tau, h0]
```

## No state, one state, and a negative decay constant

With an empty index set the determinant is 1 and V = 0, the free particle. With one state the matrix has a single entry:

```lean
/-- The tau function for a one-element index set, with arbitrary real constant `κ` and amplitude
`c`. -/
theorem tau_single (κ c x : ℝ) :
    tau (fun _ : Unit => κ) (fun _ => c) x = 1 + c ^ 2 * Real.exp (-2 * κ * x) / (2 * κ) := by
  rw [tau, Matrix.det_unique]
  simp only [Matrix.add_apply, Matrix.one_apply_eq, solitonMatrix, Matrix.of_apply]
  rw [show -(κ + κ) * x = -2 * κ * x by ring, show κ + κ = 2 * κ by ring]
  ring
```

Choose c² = 2κ exp(2κx₀) with κ > 0, and write u = exp(−2κ(x − x₀)). Then τ = 1 + u and u′ = −2κu, so

(log τ)′ = −2κu/(1 + u),

(log τ)″ = 4κ²u/(1 + u)² = κ²/cosh²(κ(x − x₀)).

Hence V(x) = −2κ²/cosh²(κ(x − x₀)), a smooth well of depth 2κ² centred at x₀. The Lean proof follows the same differentiation and finishes the algebra with b = exp(−κ(x − x₀)), for which u = b².

```lean
/-- With a single positive decay constant `κ` and an amplitude satisfying `c² = 2κ exp(2κx₀)`, the
potential is the inverse-square hyperbolic cosine well centred at `x₀`. -/
theorem potential_single {κ c x₀ : ℝ} (hκ : 0 < κ)
    (hc : c ^ 2 = 2 * κ * Real.exp (2 * κ * x₀)) (x : ℝ) :
    potential (fun _ : Unit => κ) (fun _ => c) x =
      -2 * κ ^ 2 / Real.cosh (κ * (x - x₀)) ^ 2 := by
  have hE : ∀ y, HasDerivAt (fun z => Real.exp (-2 * κ * (z - x₀)))
      (-2 * κ * Real.exp (-2 * κ * (y - x₀))) y := fun y =>
    ((((hasDerivAt_id' y).sub_const x₀).const_mul (-2 * κ)).exp).congr_deriv (by ring)
  have h1 : ∀ y, 0 < 1 + Real.exp (-2 * κ * (y - x₀)) := fun y => by positivity
  have hτ : (fun y => Real.log (tau (fun _ : Unit => κ) (fun _ => c) y)) =
      fun y => Real.log (1 + Real.exp (-2 * κ * (y - x₀))) := by
    funext y
    have e : Real.exp (-2 * κ * (y - x₀)) =
        Real.exp (2 * κ * x₀) * Real.exp (-2 * κ * y) := by
      rw [← Real.exp_add]
      congr 1
      ring
    have h2 : 2 * κ ≠ 0 := by positivity
    rw [tau_single, hc, e, mul_assoc (2 * κ), mul_div_cancel_left₀ _ h2]
  have hd1 : deriv (fun y => Real.log (1 + Real.exp (-2 * κ * (y - x₀)))) =
      fun y => -2 * κ * Real.exp (-2 * κ * (y - x₀)) / (1 + Real.exp (-2 * κ * (y - x₀))) :=
    funext fun y => (((hE y).const_add 1).log (h1 y).ne').deriv
  have hd2 := ((hE x).const_mul (-2 * κ)).fun_div ((hE x).const_add 1) (h1 x).ne'
  unfold potential
  rw [hτ, hd1, hd2.deriv]
  -- express everything through `b = exp(-κ(x - x₀))`
  have hb : Real.exp (-2 * κ * (x - x₀)) = Real.exp (-(κ * (x - x₀))) ^ 2 := by
    rw [sq, ← Real.exp_add]
    congr 1
    ring
  have ha : Real.exp (κ * (x - x₀)) = (Real.exp (-(κ * (x - x₀))))⁻¹ := by
    rw [Real.exp_neg, inv_inv]
  have hpos := Real.exp_pos (-(κ * (x - x₀)))
  rw [hb, Real.cosh_eq, ha]
  generalize Real.exp (-(κ * (x - x₀))) = b at hpos
  have hcosh : ((b⁻¹ + b) / 2) ^ 2 = (1 + b ^ 2) ^ 2 / (4 * b ^ 2) := by
    field_simp
    ring
  have hb1 : 1 + b ^ 2 ≠ 0 := by positivity
  rw [hcosh]
  field_simp
  ring
```

If κ < 0 and c ≠ 0, the second term of τ is negative and reaches −1 where exp(−2κx) = −2κ/c², that is, at

x = log(−2κ/c²)/(−2κ).

The theorem states that τ has a zero, and its proof supplies this point, so the bound τ ≥ 1 fails without the sign condition.

```lean
/-- For a single negative decay constant and nonzero amplitude, the tau function has a zero. -/
theorem tau_zero_of_neg {κ c : ℝ} (hκ : κ < 0) (hc : c ≠ 0) :
    ∃ x, tau (fun _ : Unit => κ) (fun _ => c) x = 0 := by
  have hκ0 : κ ≠ 0 := hκ.ne
  have hpos : 0 < -2 * κ / c ^ 2 := div_pos (by linarith) (by positivity)
  refine ⟨Real.log (-2 * κ / c ^ 2) / (-2 * κ), ?_⟩
  have h2 : -2 * κ ≠ 0 := by simpa using hκ0
  have h : -2 * κ * (Real.log (-2 * κ / c ^ 2) / (-2 * κ)) = Real.log (-2 * κ / c ^ 2) := by
    rw [← mul_div_assoc, mul_div_cancel_left₀ _ h2]
  rw [tau_single, h, Real.exp_log hpos]
  field_simp
  ring


end

end KayMosesRegularity
```

```lean
#print axioms KayMosesRegularity.kayMoses_regular
-- 'KayMosesRegularity.kayMoses_regular' depends on axioms: [propext, Classical.choice, Quot.sound]
#print axioms KayMosesRegularity.tau_eq_one_iff
-- 'KayMosesRegularity.tau_eq_one_iff' depends on axioms: [propext, Classical.choice, Quot.sound]
#print axioms KayMosesRegularity.potential_single
-- 'KayMosesRegularity.potential_single' depends on axioms: [propext, Classical.choice, Quot.sound]
#print axioms KayMosesRegularity.tau_zero_of_neg
-- 'KayMosesRegularity.tau_zero_of_neg' depends on axioms: [propext, Classical.choice, Quot.sound]
```
